# Fitting the charge and current densities can lower or raise the direct Coulomb–Gaunt energy

Densities are modelled as vectors of a real inner product space whose inner product is the Coulomb product; the direct energy is half the squared norm of the charge density minus half the sum of the squared norms of the three current components. For orthonormal `e` and `f`, the declaration takes the charge density `2e` and the current density `(f, 0, 0)`, whose direct energy is 3/2. Fitting means projecting the charge and every current component orthogonally onto the span of one function: with `f` the energy becomes -1/2, with `e` it becomes 2, so the first fit lowers it and the second raises it. The attempt first shows that the projection sends a vector orthogonal to the fitting function to zero and keeps the fitting function itself, then leaves each of the three energies to `norm_num`.

In Lean, a first try:

```lean
import Mathlib

open scoped InnerProductSpace

namespace FitErrorHasNoSign

noncomputable section

variable {E : Type*} [NormedAddCommGroup E] [InnerProductSpace ℝ E]

/-- Direct Coulomb energy of a charge density, where the inner product of `E` is the
Coulomb product. -/
def coulombEnergy (ρ : E) : ℝ := ‖ρ‖ ^ 2 / 2

/-- Direct Gaunt energy of the three components of a current density: the same Coulomb
product, with the opposite sign. -/
def gauntEnergy (j : Fin 3 → E) : ℝ := -(∑ k, ‖j k‖ ^ 2) / 2

/-- Direct Coulomb-Gaunt energy of a charge density and a current density. -/
def directEnergy (ρ : E) (j : Fin 3 → E) : ℝ := coulombEnergy ρ + gauntEnergy j

/-- For orthonormal `e` and `f`, the charge density `2e` with the single current component `f`
has direct energy 3/2; fitting on the span of `f` gives -1/2, and fitting on the span of `e`
gives 2. -/
theorem fit_error_has_no_sign {e f : E} (he : ‖e‖ = 1) (hf : ‖f‖ = 1)
    (hef : ⟪e, f⟫_ℝ = 0) :
    directEnergy ((2 : ℝ) • e) ![f, 0, 0] = 3 / 2 ∧
    directEnergy ((Submodule.span ℝ {f}).starProjection ((2 : ℝ) • e))
      (fun k => (Submodule.span ℝ {f}).starProjection (![f, 0, 0] k)) = -1 / 2 ∧
    directEnergy ((Submodule.span ℝ {e}).starProjection ((2 : ℝ) • e))
      (fun k => (Submodule.span ℝ {e}).starProjection (![f, 0, 0] k)) = 2 := by
  -- a source orthogonal to the fitting function is lost, the fitting function itself is kept
  have lost : ∀ x y : E, ⟪x, y⟫_ℝ = 0 →
      (Submodule.span ℝ {x}).starProjection y = 0 := by
    intro x y h
    rw [Submodule.starProjection_singleton, h]
    simp
  have kept : ∀ x : E, (Submodule.span ℝ {x}).starProjection x = x := fun x =>
    Submodule.starProjection_eq_self_iff.2 (Submodule.mem_span_singleton_self x)
  have hfe : ⟪f, e⟫_ℝ = 0 := by rw [real_inner_comm]; exact hef
  have h1 := lost f e hfe
  have h2 := lost e f hef
  refine ⟨?_, ?_, ?_⟩
  · norm_num [directEnergy, coulombEnergy, gauntEnergy, Fin.sum_univ_three, norm_smul, he, hf]
  · norm_num [directEnergy, coulombEnergy, gauntEnergy, Fin.sum_univ_three, map_smul, h1,
      kept f, hf]
  · norm_num [directEnergy, coulombEnergy, gauntEnergy, Fin.sum_univ_three, map_smul, h2,
      kept e, norm_smul, he]

end

end FitErrorHasNoSign
```

Lean reports:

```
Main.lean:44:2: error: unsolved goals
case refine_1
E : Type u_1
inst✝¹ : NormedAddCommGroup E
inst✝ : InnerProductSpace ℝ E
e f : E
he : ‖e‖ = 1
hf : ‖f‖ = 1
hef : ⟪e, f⟫_ℝ = 0
lost : ∀ (x y : E), ⟪x, y⟫_ℝ = 0 → (ℝ ∙ x).starProjection y = 0
kept : ∀ (x : E), (ℝ ∙ x).starProjection x = x
hfe : ⟪f, e⟫_ℝ = 0
h1 : (ℝ ∙ f).starProjection e = 0
h2 : (ℝ ∙ e).starProjection f = 0
⊢ 2 + (-‖![f, 0, 0] 2‖ ^ 2 + -1) / 2 = 3 / 2
Main.lean:45:2: error: unsolved goals
case refine_2
E : Type u_1
inst✝¹ : NormedAddCommGroup E
inst✝ : InnerProductSpace ℝ E
e f : E
he : ‖e‖ = 1
hf : ‖f‖ = 1
hef : ⟪e, f⟫_ℝ = 0
lost : ∀ (x y : E), ⟪x, y⟫_ℝ = 0 → (ℝ ∙ x).starProjection y = 0
kept : ∀ (x : E), (ℝ ∙ x).starProjection x = x
hfe : ⟪f, e⟫_ℝ = 0
h1 : (ℝ ∙ f).starProjection e = 0
h2 : (ℝ ∙ e).starProjection f = 0
⊢ (-‖(ℝ ∙ f).starProjection (![f, 0, 0] 2)‖ ^ 2 + -1) / 2 = -(1 / 2)
Main.lean:47:2: error: unsolved goals
case refine_3
E : Type u_1
inst✝¹ : NormedAddCommGroup E
inst✝ : InnerProductSpace ℝ E
e f : E
he : ‖e‖ = 1
hf : ‖f‖ = 1
hef : ⟪e, f⟫_ℝ = 0
lost : ∀ (x y : E), ⟪x, y⟫_ℝ = 0 → (ℝ ∙ x).starProjection y = 0
kept : ∀ (x : E), (ℝ ∙ x).starProjection x = x
hfe : ⟪f, e⟫_ℝ = 0
h1 : (ℝ ∙ f).starProjection e = 0
h2 : (ℝ ∙ e).starProjection f = 0
⊢ (ℝ ∙ e).starProjection (![f, 0, 0] 2) = 0
```

What went wrong. All three errors have the same cause: `norm_num` did not evaluate the third current component, `![f, 0, 0] 2`. `Fin.sum_univ_three` splits the sum over components into the terms at 0, 1 and 2; the first two were simplified, but the last stayed as it was. In the first goal its norm is left in the energy, and in the second the norm of its projection. In the third, all that remains is to show that its projection onto the span of `e` is zero.

The component is zero by definition, so the repair states this as `h3`, proved by `rfl`, and hands `h3` to each `norm_num` call. Rewriting with it turns the leftover norm in the first goal into the norm of zero, and the leftover projections in the other two into projections of zero, which are zero. The arithmetic then closes. The added comment only says what `h3` states.

Lean accepts the file once it reads:

```diff
@@ -41,10 +41,13 @@
   have h1 := lost f e hfe
   have h2 := lost e f hef
+  -- the third current component vanishes
+  have h3 : (![f, 0, 0] : Fin 3 → E) 2 = 0 := rfl
   refine ⟨?_, ?_, ?_⟩
-  · norm_num [directEnergy, coulombEnergy, gauntEnergy, Fin.sum_univ_three, norm_smul, he, hf]
+  · norm_num [directEnergy, coulombEnergy, gauntEnergy, Fin.sum_univ_three, norm_smul, he, hf,
+      h3]
   · norm_num [directEnergy, coulombEnergy, gauntEnergy, Fin.sum_univ_three, map_smul, h1,
-      kept f, hf]
+      kept f, hf, h3]
   · norm_num [directEnergy, coulombEnergy, gauntEnergy, Fin.sum_univ_three, map_smul, h2,
-      kept e, norm_smul, he]
+      kept e, norm_smul, he, h3]
 
 end
```
